# Integer matrices of determinant ±1 leave unchanged the sums of periodic functions over Γ-centred k-point grids with equally many divisions along every axis

A crystal symmetry applied to a grid of k-points can carry some of them out of the chosen reciprocal unit cell, so one must decide when two points count as the same. Here a grid point is labelled by integers modulo N, where N ≥ 1 is the number of divisions along each reciprocal axis. Points that differ by a reciprocal lattice vector then share a label. A second description, with real fractional coordinates, is linked to the first further down.

In a primitive basis of the reciprocal lattice, a point-group operation is an integer matrix M. Its inverse is an integer matrix too, so det M = ±1. This passage from a point-group operation to M is the step left to the reader: the theorems start from M. For such M, and for a function g with the periodicity of the reciprocal lattice, the grid sums of g(Mk) and g(k) agree. In electronic-structure calculations this allows k-points to be relabelled by symmetry inside a Brillouin-zone sum. The theorems cover Γ-centred grids with the same N along every axis, where every such M is allowed. On a shifted grid, or one with unequal divisions, some operations still permute the points and others may not.

## Labels and k-points

```lean
import Mathlib

open Matrix

namespace GammaGridSymmetry
```

Throughout, d is the dimension of k-space. Lean writes a vector with d entries as a function on the index set `Fin d`, so `Fin d → ℝ` is ℝᵈ and `Fin d → ZMod N` is the set of Nᵈ grid labels. `Matrix (Fin d) (Fin d) ℤ` is the type of integer d × d matrices.

```lean
/-- The action of an integer matrix `M` on the labels of the Gamma-centred grid with `N`
divisions along each axis: multiplication by `M` modulo `N`. -/
def gridMap {d N : ℕ} (M : Matrix (Fin d) (Fin d) ℤ) (r : Fin d → ZMod N) : Fin d → ZMod N :=
  M.map (Int.cast : ℤ → ZMod N) *ᵥ r
```

`gridMap M r` is the label obtained by applying M to the label r:

(Mr)ᵢ = Σⱼ Mᵢⱼ rⱼ (mod N).

`M.map` reduces each entry modulo N, and `*ᵥ` is the matrix-vector product.

```lean
/-- The k-point with grid label `r`, in fractional coordinates `r i / N`, for `N ≥ 1`. -/
noncomputable def kPoint {d N : ℕ} (r : Fin d → ZMod N) : Fin d → ℝ :=
  fun i => ((r i).val : ℝ) / N
```

`kPoint r` turns a label into a point of real k-space. `(r i).val` is the representative of rᵢ among 0, …, N − 1, so the fractional coordinates rᵢ/N lie in [0, 1), not in a cell centred on Γ.

## When a matrix permutes the grid

```lean
/-- An integer is invertible modulo `N` exactly when it is coprime to `N`. -/
theorem isUnit_mod_iff (a : ℤ) (N : ℕ) : IsUnit (a : ZMod N) ↔ IsCoprime a (N : ℤ) := by
  constructor
  · intro h
    obtain ⟨b, hb⟩ := h.exists_right_inv
    -- lift the inverse modulo `N` to an integer
    obtain ⟨v, rfl⟩ := ZMod.intCast_surjective b
    have e : ((a * v : ℤ) : ZMod N) = ((1 : ℤ) : ZMod N) := by
      rw [Int.cast_mul, Int.cast_one, hb]
    obtain ⟨c, hc⟩ := (ZMod.intCast_eq_intCast_iff_dvd_sub _ _ _).1 e
    exact ⟨v, c, by linear_combination -hc⟩
  · rintro ⟨u, v, h⟩
    have e := congrArg (Int.cast : ℤ → ZMod N) h
    simp only [Int.cast_add, Int.cast_mul, Int.cast_natCast, ZMod.natCast_self,
      mul_zero, add_zero, Int.cast_one] at e
    exact IsUnit.of_mul_eq_one (u : ZMod N) (by rw [mul_comm]; exact e)
```

An integer a has an inverse modulo N exactly when a and N are coprime. `IsCoprime` expresses coprimality as the existence of integers u and v with

u a + v N = 1.

Suppose first that a has an inverse modulo N, represented by the integer v. Then 1 − a v is a multiple of N, say N c, which gives v a + c N = 1. Conversely, reducing u a + v N = 1 modulo N leaves u a ≡ 1, so u is an inverse. The two bullets in the proof are these two directions.

```lean
/-- An integer matrix permutes the Gamma-centred grid with `N ≥ 1` divisions exactly when its
determinant is coprime to `N`. -/
theorem gridMap_bijective_iff {d N : ℕ} [NeZero N] (M : Matrix (Fin d) (Fin d) ℤ) :
    Function.Bijective (gridMap (N := N) M) ↔ IsCoprime M.det (N : ℤ) := by
  have hdet : (M.map (Int.cast : ℤ → ZMod N)).det = (M.det : ZMod N) :=
    ((Int.castRingHom (ZMod N)).map_det M).symm
  have hs : Function.Surjective (gridMap (N := N) M) ↔ IsUnit (M.det : ZMod N) := by
    rw [← hdet, ← Matrix.isUnit_iff_isUnit_det]
    exact Matrix.mulVec_surjective_iff_isUnit
  rw [← isUnit_mod_iff, ← hs]
  -- on a finite grid a surjective map is also injective
  exact ⟨fun h => h.2, fun h => ⟨Finite.injective_iff_surjective.2 h, h⟩⟩
```

M permutes the grid exactly when det M is coprime to N. The bracket `[NeZero N]` is the assumption N ≥ 1, which makes the grid finite.

On a finite set, a map onto the set is also one-to-one, so only surjectivity matters. If M is surjective modulo N, choose a preimage of each unit vector and make these preimages the columns of a matrix B. Then

M B ≡ 1, hence det M · det B ≡ 1 (mod N),

and det M is invertible modulo N. Conversely, if det M is invertible, then (det M)⁻¹ adj M is an inverse matrix modulo N, where adj M is the adjugate, and M is surjective. The previous theorem turns invertibility into coprimality.

In the proof, `hdet` says that taking the determinant and reducing modulo N can be done in either order, and `hs` is the equivalence between surjectivity and an invertible determinant, with the matrix argument taken from Mathlib.

```lean
/-- The grid sums of `g (M k)` and `g k` coincide for every complex function `g` on the grid
with `N ≥ 1` divisions exactly when the determinant of `M` is coprime to `N`. -/
theorem grid_sum_invariant_iff {d N : ℕ} [NeZero N] (M : Matrix (Fin d) (Fin d) ℤ) :
    (∀ g : (Fin d → ZMod N) → ℂ, ∑ k, g (gridMap M k) = ∑ k, g k) ↔
      IsCoprime M.det (N : ℤ) := by
  rw [← gridMap_bijective_iff]
  constructor
  · intro h
    have hs : Function.Surjective (gridMap (N := N) M) := by
      intro q
      by_contra hq
      have hq' : ∀ k, gridMap M k ≠ q := fun k hk => hq ⟨k, hk⟩
      -- the indicator function of a missed point has different sums
      have e := h (fun k => if k = q then 1 else 0)
      simp [hq'] at e
    exact ⟨Finite.injective_iff_surjective.2 hs, hs⟩
  · intro h g
    exact h.sum_comp g
```

The same condition decides whether the sums agree for every complex g. In this theorem `k` is a label, not a real k-point, and the sums carry no factor 1/Nᵈ.

If M permutes the labels, the sum of g(Mk) has the same terms as the sum of g(k) in another order; this is `h.sum_comp g`. If M misses a label q, let g be 1 at q and 0 elsewhere. Then

Σₖ g(Mk) = 0, but Σₖ g(k) = 1.

So equality for all g forces M to be surjective, and hence bijective.

```lean
/-- An integer matrix permutes the Gamma-centred grids of all sizes `N ≥ 1` exactly when its
determinant is `1` or `-1`. -/
theorem bijective_on_all_grids_iff {d : ℕ} (M : Matrix (Fin d) (Fin d) ℤ) :
    (∀ (N : ℕ) [NeZero N], Function.Bijective (gridMap (N := N) M)) ↔
      M.det = 1 ∨ M.det = -1 := by
  constructor
  · intro h
    rcases eq_or_ne M.det 0 with h0 | h0
    · -- a singular matrix already fails on the grid with two divisions
      obtain ⟨a, b, hab⟩ := (gridMap_bijective_iff M).1 (h 2)
      rw [h0] at hab
      push_cast at hab
      omega
    · -- otherwise test the grid with `|det M|` divisions
      have : NeZero M.det.natAbs := ⟨Int.natAbs_ne_zero.2 h0⟩
      obtain ⟨a, b, hab⟩ := (gridMap_bijective_iff M).1 (h M.det.natAbs)
      have hd : M.det ∣ 1 := by
        rw [← hab]
        exact dvd_add (dvd_mul_left _ _)
          (dvd_mul_of_dvd_right (Int.dvd_natAbs.2 dvd_rfl) b)
      exact Int.isUnit_iff.1 (isUnit_of_dvd_one hd)
  · intro h N _
    rw [gridMap_bijective_iff]
    rcases h with h | h
    · exact ⟨1, 0, by rw [h]; ring⟩
    · exact ⟨-1, 0, by rw [h]; ring⟩
```

Now M is fixed and N varies: M permutes the grids of all sizes exactly when det M = ±1.

Suppose that M permutes them all. If det M = 0, the grid with N = 2 would require a · 0 + b · 2 = 1 for some integers a and b, which is impossible by parity; `omega` finds this contradiction. If det M ≠ 0, take N = |det M|. Coprimality gives

a det M + b |det M| = 1.

Since det M divides the left side, it divides 1, so it is 1 or −1. Conversely, when det M = ±1, the identity (±1) · det M + 0 · N = 1 shows coprimality to every N.

## Back to real k-space

```lean
/-- For `N ≥ 1`, an integer matrix sends each k-point of the grid to the k-point with the
transformed label, up to a reciprocal lattice vector `G`. -/
theorem mulVec_kPoint {d N : ℕ} [NeZero N] (M : Matrix (Fin d) (Fin d) ℤ)
    (r : Fin d → ZMod N) :
    ∃ G : Fin d → ℤ, M.map (Int.cast : ℤ → ℝ) *ᵥ kPoint r =
      kPoint (gridMap M r) + fun i => (G i : ℝ) := by
  -- the integer label `M r` and its representative modulo `N` differ by a multiple of `N`
  have h : ∀ i, ∃ z : ℤ, ∑ j, M i j * ((r j).val : ℤ) =
      ((gridMap M r i).val : ℤ) + N * z := by
    intro i
    have e : (((gridMap M r i).val : ℤ) : ZMod N) =
        ((∑ j, M i j * ((r j).val : ℤ) : ℤ) : ZMod N) := by
      simp only [Int.cast_natCast, Int.cast_sum, Int.cast_mul, ZMod.natCast_zmod_val]
      rfl
    obtain ⟨z, hz⟩ := (ZMod.intCast_eq_intCast_iff_dvd_sub _ _ _).1 e
    exact ⟨z, by linarith⟩
  choose G hG using h
  refine ⟨G, funext fun i => ?_⟩
  have hN : (N : ℝ) ≠ 0 := Nat.cast_ne_zero.2 (NeZero.ne N)
  have e := congrArg (Int.cast : ℤ → ℝ) (hG i)
  simp only [Int.cast_sum, Int.cast_mul, Int.cast_add, Int.cast_natCast] at e
  change ∑ j, (M i j : ℝ) * (((r j).val : ℝ) / N) =
    ((gridMap M r i).val : ℝ) / N + (G i : ℝ)
  calc ∑ j, (M i j : ℝ) * (((r j).val : ℝ) / N)
      = (∑ j, (M i j : ℝ) * ((r j).val : ℝ)) / N := by
        rw [Finset.sum_div]
        exact Finset.sum_congr rfl fun j _ => (mul_div_assoc _ _ _).symm
    _ = ((gridMap M r i).val : ℝ) / N + (G i : ℝ) := by
        rw [e, add_div, mul_div_cancel_left₀ _ hN]
```

Applying M to a real k-point gives the k-point of the transformed label plus a reciprocal lattice vector. In fractional coordinates such a vector is an integer vector G, which may differ from one label to another.

Let rⱼ and sᵢ be the representatives in 0, …, N − 1 of the old and transformed labels. Both sides of the transformation agree modulo N, so there are integers Gᵢ with

Σⱼ Mᵢⱼ rⱼ = sᵢ + N Gᵢ.

Division by N gives

Σⱼ Mᵢⱼ (rⱼ/N) = sᵢ/N + Gᵢ.

The statement `h` is the first equation for each i, `choose` collects the integers into the vector G, and the final `calc` block carries out the division.

```lean
/-- Let `g` be a complex function on k-space with the periodicity of the reciprocal lattice, and
`M` an integer matrix of determinant `1` or `-1`. Then the sums of `g (M k)` and `g k` over the
Gamma-centred grid with `N ≥ 1` divisions coincide. -/
theorem brillouin_sum_invariant {d N : ℕ} [NeZero N] (M : Matrix (Fin d) (Fin d) ℤ)
    (hM : M.det = 1 ∨ M.det = -1) (g : (Fin d → ℝ) → ℂ)
    (hg : ∀ (k : Fin d → ℝ) (G : Fin d → ℤ), g (k + fun i => (G i : ℝ)) = g k) :
    ∑ r : Fin d → ZMod N, g (M.map (Int.cast : ℤ → ℝ) *ᵥ kPoint r) =
      ∑ r : Fin d → ZMod N, g (kPoint r) := by
  calc ∑ r : Fin d → ZMod N, g (M.map (Int.cast : ℤ → ℝ) *ᵥ kPoint r)
      = ∑ r : Fin d → ZMod N, g (kPoint (gridMap M r)) := by
        -- periodicity removes the reciprocal lattice vector
        refine Finset.sum_congr rfl fun r _ => ?_
        obtain ⟨G, hG⟩ := mulVec_kPoint M r
        rw [hG]
        exact hg _ G
    _ = ∑ r : Fin d → ZMod N, g (kPoint r) :=
        ((bijective_on_all_grids_iff M).2 hM N).sum_comp (fun r => g (kPoint r))

end GammaGridSymmetry
```

The hypothesis `hM` is det M = ±1, which means that M maps the reciprocal lattice onto itself. The hypothesis `hg` is periodicity, g(k + G) = g(k), as for a band energy that depends only on k modulo the reciprocal lattice. The function g need not have the symmetry M itself, and M need not preserve lengths.

Write k(r) for `kPoint r`. By the previous theorem and periodicity,

Σᵣ g(M k(r)) = Σᵣ g(k(Mr) + G) = Σᵣ g(k(Mr)).

Because M permutes the labels, the last sum equals Σᵣ g(k(r)). The two steps of the `calc` block are the removal of G and this reordering.

## A sixfold rotation on a 2 × 2 grid

For a hexagonal lattice whose reciprocal basis vectors enclose 120°, rotation by 60° has the matrix with rows (1, −1) and (1, 0). Its determinant is 1 · 0 − (−1) · 1 = 1. For N = 2, Γ stays fixed and the other three labels are permuted cyclically:

(1, 0) → (1, 1) → (0, 1) → (1, 0).

The last arrow shows the lattice vector at work. The k-point (0, 1/2) is sent to

(−1/2, 0) = (1/2, 0) + (−1, 0),

so G = (−1, 0). If g also satisfies g(Mk) = g(k), its three values away from Γ are equal, and the grid average can be computed from two k-points, Γ and one other, with weights 1/4 and 3/4. That extra symmetry of g is what reduction to irreducible k-points uses; the sum theorem does without it.

## A non-zero determinant is not enough

Take d = 1, M = (2) and N = 2, with the periodic function g(k) = cos 2πk. The grid consists of k = 0 and k = 1/2, and M sends both to points equivalent to Γ. The sums are

Σ g(k) = 1 − 1 = 0, Σ g(Mk) = 1 + 1 = 2.

With N = 3 the same matrix does permute the grid, since 2 and 3 are coprime: it fixes label 0 and exchanges 1 and 2.

```lean
#print axioms GammaGridSymmetry.grid_sum_invariant_iff
#print axioms GammaGridSymmetry.brillouin_sum_invariant
```

```
'GammaGridSymmetry.grid_sum_invariant_iff' depends on axioms: [propext, Classical.choice, Quot.sound]
'GammaGridSymmetry.brillouin_sum_invariant' depends on axioms: [propext, Classical.choice, Quot.sound]
```
